# London orbitals remove the gauge origin from overlap and kinetic energy densities in a uniform field

**Question.** When I assemble the field derivative of the overlap matrix for a shielding calculation with London orbitals, I use dipole-type integrals and never pass the gauge origin $O$ to the routine. This relies on $O$ dropping out of orbital products. For the kinetic energy I also use that the phases turn the kinetic momentum with origin $O$ into one centred on each orbital. Can both claims be made rigorous and machine-checked, including the derivative of the overlap density at zero field?

**Answer.** Yes, for one electron in a uniform field, with sufficiently smooth orbitals wherever derivatives in space are taken.

## The phase moves the origin to the orbital centre

Use atomic units, with electron charge $-1$. Let $\chi$ be an orbital centred at $R$, and set

$$a=B\times(R-O),\qquad \varphi(r)=e^{-\frac i2 a\cdot r},\qquad \omega=\varphi\chi .$$

The product rule gives $\partial_j\omega=\varphi\,(\partial_j\chi-\tfrac i2a_j\chi)$, hence

$$-i\partial_j\omega=\varphi\,(-i\partial_j\chi-\tfrac12a_j\chi).$$

The vector potential splits as $\tfrac12B\times(r-O)=\tfrac12B\times(r-R)+\tfrac12a$. The two terms in $a_j$ cancel. Writing $\pi^O=-i\nabla+\tfrac12B\times(r-O)$, we get

$$\pi^O_j(\varphi\chi)=\varphi\,\pi^R_j\chi .$$

If $\chi$ is twice continuously differentiable, $\pi^R_j\chi$ is differentiable and the same identity applies to it. Summing over $j$ and halving gives $T^O(\varphi\chi)=\varphi\,T^R\chi$, where $T=\tfrac12\sum_j\pi_j^2$.

## The origin cancels between two orbitals

For centres $R_\mu,R_\nu$ the exponents combine to

$$\tfrac i2\,[B\times(R_\mu-O)-B\times(R_\nu-O)]\cdot r=\tfrac i2\,B\cdot((R_\mu-R_\nu)\times r).$$

Therefore

$$\overline{\omega_\mu}\,\omega_\nu=e^{\frac i2B\cdot((R_\mu-R_\nu)\times r)}\,\overline{\chi_\mu}\,\chi_\nu .$$

Replacing $\chi_\nu$ by $T^{R_\nu}\chi_\nu$ gives the kinetic energy density, also without $O$. For $B=sb$ the exponential is $e^{sk}$ with $k=\tfrac i2b\cdot((R_\mu-R_\nu)\times r)$, so the derivative of the overlap density at $s=0$ is $k\,\overline{\chi_\mu}\chi_\nu$.

## What the Lean theorems say

`Vec` holds points and fields, with components numbered 0, 1, 2; `⨯₃` and `⬝ᵥ` are the cross and dot products. The term `fderiv ℝ ψ r (Pi.single j 1)` is $\partial_j\psi(r)$. The definitions `kinMom`, `kinEnergy` and `london` are $\pi^O_j$, $T^O$ and $\omega$.

- `kinMom_london` assumes $\chi$ differentiable only at the point considered.
- `kinEnergy_london` assumes $\chi$ twice continuously differentiable everywhere; `kinEnergy_density_london` assumes this of $\chi_\nu$ alone.
- `overlap_london` and `hasDerivAt_overlap_london` need no smoothness.

Orbitals may be complex; for real ones the conjugation on $\chi_\mu$ disappears. The position $r$ in the phase is measured from the coordinate zero, not from $O$. All identities hold point by point: integrals, spin, nuclear magnetic moments and electron interaction do not enter.

```lean
import Mathlib

open Matrix ComplexConjugate
open Complex (I)

namespace LondonOrbitals

noncomputable section

/-- Points, centres and magnetic fields in three-dimensional space. -/
abbrev Vec := Fin 3 → ℝ

/-- The vector potential `B × (r - O) / 2` of a uniform field `B` with gauge origin `O`. -/
def vecPot (B O r : Vec) : Vec := (1 / 2 : ℝ) • (B ⨯₃ (r - O))

/-- Component `j` of the kinetic momentum `-i∇ + B × (r - O) / 2` applied to `ψ`, at `r`. -/
def kinMom (B O : Vec) (ψ : Vec → ℂ) (r : Vec) (j : Fin 3) : ℂ :=
  -I * fderiv ℝ ψ r (Pi.single j 1) + (vecPot B O r j : ℂ) * ψ r

/-- The kinetic energy operator: half the square of the kinetic momentum. -/
def kinEnergy (B O : Vec) (ψ : Vec → ℂ) (r : Vec) : ℂ :=
  (1 / 2) * ∑ j, kinMom B O (fun x => kinMom B O ψ x j) r j

/-- The London phase factor `exp(-(i/2) (B × (R - O)) · r)` for an orbital centred at `R`. -/
def londonPhase (B O R r : Vec) : ℂ :=
  Complex.exp (-(I / 2) * (((B ⨯₃ (R - O)) ⬝ᵥ r : ℝ) : ℂ))

/-- The London orbital: the orbital `χ` multiplied by the London phase factor. -/
def london (B O R : Vec) (χ : Vec → ℂ) (r : Vec) : ℂ := londonPhase B O R r * χ r

/-- The derivative of a London orbital along a direction `v`. -/
theorem fderiv_london (B O R : Vec) {χ : Vec → ℂ} {r : Vec}
    (hχ : DifferentiableAt ℝ χ r) (v : Vec) :
    fderiv ℝ (london B O R χ) r v = londonPhase B O R r *
      (fderiv ℝ χ r v - (I / 2) * (((B ⨯₃ (R - O)) ⬝ᵥ v : ℝ) : ℂ) * χ r) := by
  -- the exponent of the phase is a continuous linear function of position
  obtain ⟨M, hM⟩ : ∃ M : Vec →L[ℝ] ℂ,
      ∀ x, M x = -(I / 2) * (((B ⨯₃ (R - O)) ⬝ᵥ x : ℝ) : ℂ) := by
    generalize B ⨯₃ (R - O) = a
    let L : Vec →L[ℝ] ℝ :=
      a 0 • ContinuousLinearMap.proj 0 + a 1 • ContinuousLinearMap.proj 1
        + a 2 • ContinuousLinearMap.proj 2
    have hL : ∀ x, L x = a ⬝ᵥ x := by
      intro x
      simp [L, dotProduct, Fin.sum_univ_three]
    refine ⟨(-(I / 2)) • (Complex.ofRealCLM.comp L), fun x => ?_⟩
    rw [← hL x]
    rfl
  have hE : london B O R χ = fun x => Complex.exp (M x) * χ x := by
    funext x
    simp only [london, londonPhase, hM]
  have h : HasFDerivAt (fun x => Complex.exp (M x) * χ x) _ r :=
    (M.hasFDerivAt (x := r)).cexp.mul hχ.hasFDerivAt
  rw [hE, h.fderiv]
  change Complex.exp (M r) * fderiv ℝ χ r v + χ r * (Complex.exp (M r) * M v) = _
  rw [hM v, hM r, londonPhase]
  ring

/-- The kinetic momentum with gauge origin `O` acts on a London orbital as the phase factor
times the kinetic momentum with gauge origin at the orbital centre `R`, acting on `χ`. -/
theorem kinMom_london (B O R : Vec) {χ : Vec → ℂ} {r : Vec}
    (hχ : DifferentiableAt ℝ χ r) (j : Fin 3) :
    kinMom B O (london B O R χ) r j = londonPhase B O R r * kinMom B R χ r j := by
  -- moving the gauge origin adds a constant to the vector potential
  have hA : vecPot B O r j = vecPot B R r j + 1 / 2 * (B ⨯₃ (R - O)) j := by
    have h : r - O = (r - R) + (R - O) := by abel
    simp only [vecPot]
    rw [h, map_add]
    simp only [Pi.smul_apply, Pi.add_apply, smul_eq_mul]
    ring
  have hs : (B ⨯₃ (R - O)) ⬝ᵥ (Pi.single j 1 : Vec) = (B ⨯₃ (R - O)) j := by
    generalize B ⨯₃ (R - O) = a
    simp
  unfold kinMom
  rw [fderiv_london B O R hχ, hs, hA, london]
  generalize (B ⨯₃ (R - O)) j = a
  push_cast
  -- the gradient of the phase cancels that constant
  linear_combination (londonPhase B O R r * (a : ℂ) * χ r / 2) * Complex.I_sq

/-- The kinetic energy operator with gauge origin `O` acts on a London orbital as the phase
factor times the kinetic energy operator with gauge origin `R`, acting on `χ`. -/
theorem kinEnergy_london (B O R : Vec) {χ : Vec → ℂ} (hχ : ContDiff ℝ 2 χ) (r : Vec) :
    kinEnergy B O (london B O R χ) r = londonPhase B O R r * kinEnergy B R χ r := by
  have hχ1 : Differentiable ℝ χ := hχ.differentiable (by norm_num)
  have hd : ∀ j, Differentiable ℝ (fun x => kinMom B R χ x j) := by
    intro j
    have hA : Differentiable ℝ (fun x => vecPot B R x j) := by
      have h := (LinearMap.toContinuousLinearMap (crossProduct B)).differentiable.comp
        (differentiable_id.sub_const R)
      exact (differentiable_pi.1 h j).const_mul (1 / 2)
    have hF : Differentiable ℝ (fun x => fderiv ℝ χ x (Pi.single j 1)) :=
      ((hχ.fderiv_right (m := 1) one_add_one_eq_two.le).differentiable
        (by norm_num)).clm_apply (differentiable_const _)
    exact (hF.const_mul (-I)).add ((Complex.ofRealCLM.differentiable.comp hA).mul hχ1)
  -- apply the momentum theorem twice
  have h1 : ∀ j, (fun x => kinMom B O (london B O R χ) x j)
      = london B O R (fun x => kinMom B R χ x j) :=
    fun j => funext fun x => kinMom_london B O R (hχ1 x) j
  have h2 : ∀ j, kinMom B O (london B O R (fun x => kinMom B R χ x j)) r j
      = londonPhase B O R r * kinMom B R (fun x => kinMom B R χ x j) r j :=
    fun j => kinMom_london B O R (hd j r) j
  simp only [kinEnergy, h1, h2, ← Finset.mul_sum]
  ring

/-- The overlap density of two London orbitals is `exp((i/2) B · ((Rμ - Rν) × r))` times that
of the bare orbitals, an expression without the gauge origin `O`. -/
theorem overlap_london (B O Rμ Rν : Vec) (χμ χν : Vec → ℂ) (r : Vec) :
    conj (london B O Rμ χμ r) * london B O Rν χν r =
      Complex.exp ((I / 2) * ((B ⬝ᵥ ((Rμ - Rν) ⨯₃ r) : ℝ) : ℂ)) * (conj (χμ r) * χν r) := by
  -- the triple product identity removes the gauge origin
  have hg : B ⬝ᵥ ((Rμ - Rν) ⨯₃ r)
      = (B ⨯₃ (Rμ - O)) ⬝ᵥ r - (B ⨯₃ (Rν - O)) ⬝ᵥ r := by
    simp [cross_apply, dotProduct, Fin.sum_univ_three]
    ring
  have hc : conj (londonPhase B O Rμ r)
      = Complex.exp ((I / 2) * (((B ⨯₃ (Rμ - O)) ⬝ᵥ r : ℝ) : ℂ)) := by
    rw [londonPhase, ← Complex.exp_conj]
    congr 1
    simp only [map_mul, map_neg, map_div₀, Complex.conj_I, Complex.conj_ofReal, map_ofNat]
    ring
  have he : Complex.exp ((I / 2) * ((B ⬝ᵥ ((Rμ - Rν) ⨯₃ r) : ℝ) : ℂ))
      = conj (londonPhase B O Rμ r) * londonPhase B O Rν r := by
    rw [hc, londonPhase, ← Complex.exp_add, hg, Complex.ofReal_sub]
    congr 1
    ring
  rw [he, london, london, map_mul]
  ring

/-- The kinetic energy density between two London orbitals equals an expression without the
gauge origin `O`, in which the kinetic energy operator has its origin at `Rν`. -/
theorem kinEnergy_density_london (B O Rμ Rν : Vec) (χμ : Vec → ℂ) {χν : Vec → ℂ}
    (hχ : ContDiff ℝ 2 χν) (r : Vec) :
    conj (london B O Rμ χμ r) * kinEnergy B O (london B O Rν χν) r =
      Complex.exp ((I / 2) * ((B ⬝ᵥ ((Rμ - Rν) ⨯₃ r) : ℝ) : ℂ)) *
        (conj (χμ r) * kinEnergy B Rν χν r) := by
  rw [kinEnergy_london B O Rν hχ r]
  exact overlap_london B O Rμ Rν χμ (kinEnergy B Rν χν) r

/-- Along the field `B = s b`, the overlap density of two London orbitals has derivative
`(i/2) b · ((Rμ - Rν) × r)` times the bare overlap density at `s = 0`. -/
theorem hasDerivAt_overlap_london (b O Rμ Rν : Vec) (χμ χν : Vec → ℂ) (r : Vec) :
    HasDerivAt (fun s : ℝ => conj (london (s • b) O Rμ χμ r) * london (s • b) O Rν χν r)
      ((I / 2) * ((b ⬝ᵥ ((Rμ - Rν) ⨯₃ r) : ℝ) : ℂ) * (conj (χμ r) * χν r)) 0 := by
  -- the exponent is linear in the field strength
  have hf : (fun s : ℝ => conj (london (s • b) O Rμ χμ r) * london (s • b) O Rν χν r)
      = fun s : ℝ => Complex.exp ((s : ℂ) * ((I / 2) * ((b ⬝ᵥ ((Rμ - Rν) ⨯₃ r) : ℝ) : ℂ)))
          * (conj (χμ r) * χν r) := by
    funext s
    rw [overlap_london, smul_dotProduct, smul_eq_mul, Complex.ofReal_mul]
    congr 2
    ring
  rw [hf]
  generalize (I / 2) * ((b ⬝ᵥ ((Rμ - Rν) ⨯₃ r) : ℝ) : ℂ) = k
  have h0 : HasDerivAt (fun s : ℝ => (s : ℂ) * k) k 0 := by
    simpa using (Complex.ofRealCLM.hasDerivAt (x := (0 : ℝ))).mul_const k
  exact (h0.cexp.mul_const (conj (χμ r) * χν r)).congr_deriv (by simp)

end

end LondonOrbitals
```

```lean
#print axioms LondonOrbitals.kinEnergy_density_london
-- 'LondonOrbitals.kinEnergy_density_london' depends on axioms: [propext, Classical.choice, Quot.sound]
#print axioms LondonOrbitals.hasDerivAt_overlap_london
-- 'LondonOrbitals.hasDerivAt_overlap_london' depends on axioms: [propext, Classical.choice, Quot.sound]
```

## How the proof follows the derivation

`fderiv_london` writes the exponent as a continuous linear map `M`, then uses the chain and product rules. In `kinMom_london`, `hA` splits the vector potential, and the closing `linear_combination` cancels the $a_j$ terms using $i^2=-1$.

In `kinEnergy_london`, `hd` proves that $\pi^R_j\chi$ is differentiable, `h1` recognises $\pi^O_j\omega$ as a London orbital built from it, and `h2` applies the momentum theorem again.

In `overlap_london`, `hg` is the triple product identity, `hc` conjugates a phase, and `he` combines the two exponentials. The kinetic density follows by inserting `kinEnergy B Rν χν` as the second orbital. For the field derivative, `hf` exposes the exponent linear in $s$.

## In an integral code

Integrating the derivative density over space, for real Gaussians, gives

$$\left.\frac{\partial S_{\mu\nu}}{\partial B}\right|_{0}=\frac i2\,(R_\mu-R_\nu)\times\langle\chi_\mu|r|\chi_\nu\rangle ,$$

so ordinary dipole integrals suffice, provided that $r$ is measured from the same coordinate zero as in the phases. The matrix is imaginary and antisymmetric, and vanishes for orbitals on the same centre.

## At a cusp the formal momentum identity can fail

Take the Slater function $\chi(r)=e^{-|r-R|}$ at $r=R$, with $O=0$, $R=e_x$, $B=e_z$. It has no gradient there, and Lean's `fderiv` returns zero for both $\chi$ and $\omega$. The phase at $R$ is 1, so the $y$ component of the left side is $\tfrac12$, while the right side is 0. The mismatch comes from the value Lean assigns to a missing derivative; at every other point this Slater function is differentiable and the identity holds. The kinetic energy theorems ask for smoothness everywhere, so they do not cover this function. Gaussians have no cusp and satisfy every smoothness hypothesis.
